# A finite positive definite overlap matrix has the form S = B†B

In electronic-structure theory, the overlap matrix of a finite, linearly independent set of basis functions is positive definite. `overlap_factor` states that every positive definite complex matrix S with a finite index set can be written as B†B for some square complex matrix B of the same size. The diagonal entries of S need not be 1, so the basis functions need not be normalised, and nothing is said about B being unique. The attempt diagonalises S as UDU†, takes R to be the diagonal matrix of square roots of the eigenvalues, and proposes B = RU†.

This version doesn't compile in Lean 4 with Mathlib:

```lean
import Mathlib

open Matrix
open scoped ComplexOrder

namespace OverlapFactor

noncomputable section

variable {n : Type*} [Fintype n] [DecidableEq n]

/-- A positive definite overlap matrix factorises as `S = Bᴴ B`. -/
theorem overlap_factor {S : Matrix n n ℂ} (hS : S.PosDef) :
    ∃ B : Matrix n n ℂ, S = Bᴴ * B := by
  have h := hS.1.spectral_theorem
  rw [Unitary.conjStarAlgAut_apply] at h
  let R : Matrix n n ℂ := diagonal fun i => ((Real.sqrt (hS.1.eigenvalues i) : ℝ) : ℂ)
  have hR : diagonal (RCLike.ofReal ∘ hS.1.eigenvalues) = Rᴴ * R := by
    rw [diagonal_conjTranspose, diagonal_mul_diagonal]
    congr 1
    funext i
    have h2 : ((hS.1.eigenvalues i : ℝ) : ℂ)
        = star ((Real.sqrt (hS.1.eigenvalues i) : ℝ) : ℂ)
          * ((Real.sqrt (hS.1.eigenvalues i) : ℝ) : ℂ) := by
      rw [Complex.star_def, Complex.conj_ofReal, ← Complex.ofReal_mul,
        Real.mul_self_sqrt (hS.eigenvalues_pos i).le]
    exact h2
  refine ⟨R * star (hS.1.eigenvectorUnitary : Matrix n n ℂ), h.trans ?_⟩
  rw [hR, conjTranspose_mul, ← star_eq_conjTranspose (star _), star_star]
  simp only [mul_assoc]

end

end OverlapFactor
```

The error:

```
Main.lean:25:10: error: Tactic `rewrite` failed: motive is not type correct:
  fun _a => ↑(⋯.eigenvalues i) = _a ↑√(⋯.eigenvalues i) * ↑√(⋯.eigenvalues i)
Error: Application type mismatch: The argument
  hS
has type
  S.PosDef
but is expected to have type
  S.IsHermitian ∧ ∀ ⦃x : n →₀ ℂ⦄, x ≠ 0 → 0 < x.sum fun i xi => x.sum fun j xj => _a xi * S i j * xj
in the application
  hS.left

Explanation: The rewrite tactic rewrites an expression 'e' using an equality 'a = b' by the following process. First, it looks for all 'a' in 'e'. Second, it tries to abstract these occurrences of 'a' to create a function 'm := fun _a => ...', called the *motive*, with the property that 'm a' is definitionally equal to 'e'. Third, we observe that 'congrArg' implies that 'm a = m b', which can be used with lemmas such as 'Eq.mpr' to change the goal. However, if 'e' depends on specific properties of 'a', then the motive 'm' might not typecheck.

Possible solutions: use rewrite's 'occs' configuration option to limit which occurrences are rewritten, or use 'simp' or 'conv' mode, which have strategies for certain kinds of dependencies (these tactics can handle proofs and 'Decidable' instances whose types depend on the rewritten term, and 'simp' can apply user-defined '@[congr]' theorems as well).

n : Type u_1
inst✝¹ : Fintype n
inst✝ : DecidableEq n
S : Matrix n n ℂ
hS : S.PosDef
h : S = ↑⋯.eigenvectorUnitary * diagonal (RCLike.ofReal ∘ ⋯.eigenvalues) * star ↑⋯.eigenvectorUnitary
R : Matrix n n ℂ := diagonal fun i => ↑√(⋯.eigenvalues i)
i : n
⊢ ↑(⋯.eigenvalues i) = star ↑√(⋯.eigenvalues i) * ↑√(⋯.eigenvalues i)

Note: The target expression is not type-correct under the `implicit` transparency level, which may have triggered the failure. This is usually caused by unfolding of semireducible definitions in prior tactic steps. Use `set_option linter.tacticCheckInstances true` to investigate the source of the issue.
Full error:
  function expected
    S i
```

Diagnosis. The error arises at `Complex.star_def` in the proof of `h2`, which says that each eigenvalue, as a complex number, is the conjugate of its square root times that square root. This lemma rewrites the function `star` itself, so `rw` tries to replace it everywhere in the goal. The goal also contains `hS.1`, on which the eigenvalues depend, and the type arguments hidden in that term spell out positive definiteness, with a `star` of their own. Once that `star` is abstracted to `_a`, `hS` no longer has the expected type, hence "motive is not type correct".

The closing note adds that the goal fails a stricter type check at `S i`, where a matrix is applied as a function, and that this may have triggered the failure. That expression lies in the same hidden type.

The repair proves the identity as `hsq` for any real `x` with `0 ≤ x`. That goal mentions neither `hS` nor `S`, so the same rewrites go through. `exact` then applies `hsq` to the eigenvalue, with no rewriting under `hS.1`.

After these edits no error is left:

```diff
@@ -20,10 +20,9 @@
     congr 1
     funext i
-    have h2 : ((hS.1.eigenvalues i : ℝ) : ℂ)
-        = star ((Real.sqrt (hS.1.eigenvalues i) : ℝ) : ℂ)
-          * ((Real.sqrt (hS.1.eigenvalues i) : ℝ) : ℂ) := by
-      rw [Complex.star_def, Complex.conj_ofReal, ← Complex.ofReal_mul,
-        Real.mul_self_sqrt (hS.eigenvalues_pos i).le]
-    exact h2
+    have hsq : ∀ x : ℝ, 0 ≤ x →
+        (x : ℂ) = star ((Real.sqrt x : ℝ) : ℂ) * ((Real.sqrt x : ℝ) : ℂ) := by
+      intro x hx
+      rw [Complex.star_def, Complex.conj_ofReal, ← Complex.ofReal_mul, Real.mul_self_sqrt hx]
+    exact hsq (hS.1.eigenvalues i) (hS.eigenvalues_pos i).le
   refine ⟨R * star (hS.1.eigenvectorUnitary : Matrix n n ℂ), h.trans ?_⟩
   rw [hR, conjTranspose_mul, ← star_eq_conjTranspose (star _), star_star]
```
